# The parity of the Wannier count is independent of the reference positions when the centres are paired at both invariant momenta

Take two Wannier centres on a line, at $-1/2$ and $1/2$, with the lattice constant as the unit of length. Measure them from a reference position $c$ and add up the floors. For $c=0$ the floors are $-1$ and $0$, with sum $-1$. For $c=3/4$ they are $\lfloor -5/4\rfloor=-2$ and $\lfloor -1/4\rfloor=-1$, with sum $-3$. Each floor has dropped by one, so the sum has changed by two. The two centres differ by a whole lattice constant, and the reference, taken together with its lattice translates, therefore passes both of them at the same moment.

Now put the centres at $0$ and $1/2$. For $c=0$ the sum of the floors is $0$, and for $c=1/4$ it is $-1$. The reference has passed one centre and not the other, and the parity has changed.

For the occupied bands of a two-dimensional insulator, the hybrid Wannier functions meant here are maximally localised along one direction and keep a crystal momentum $k$ along the other. Their centres come from the phases of Wilson-loop eigenvalues, so they are defined only modulo a lattice constant; a lifted centre is a choice of real number for such a position. For spin-1/2 electrons with time-reversal symmetry, a hybrid Wannier function at an invariant momentum and its time-reversed partner are orthogonal and have the same centre modulo a lattice constant. This is the pairing that the argument needs.

## Centres, pairs and the count

```lean
import Mathlib

open Set

namespace WannierZ2Count

variable {ι : Type*} [Fintype ι]
```

The symbol `ι` stands for a finite set of labels, one for each centre. The command `open Set` allows the closed interval $[a,b]$ to be written `Icc a b`.

```lean
/-- The centres `x` are grouped into pairs by `s`: every centre has a partner other than
itself, and the positions of partners differ by a whole number of lattice constants. -/
structure KramersPairing {ι : Type*} (s : ι → ι) (x : ι → ℝ) : Prop where
  involutive : Function.Involutive s
  no_fixed : ∀ i, s i ≠ i
  shift : ∀ i, ∃ n : ℤ, x (s i) = x i + n
```

The statement `KramersPairing s x` concerns one invariant momentum. The function `x : ι → ℝ` gives the lifted positions $x_i$, and `s : ι → ι` sends each label to that of its partner. There are three conditions:

- `involutive`: the partner of the partner is the original centre, $s(s(i))=i$.
- `no_fixed`: no centre is its own partner, $s(i)\neq i$.
- `shift`: for each $i$ there is an integer $n$ with $x_{s(i)}=x_i+n$.

The integer may depend on $i$, and it need not be zero, because two centres at the same place in the crystal may have been lifted to different cells. The pairing is a hypothesis that stands for Kramers degeneracy. No Hamiltonian, Wilson loop or time-reversal operator appears in the file, and the pairing is not derived from them.

```lean
/-- The sum over all centres of `⌊y i - c1⌋ - ⌊x i - c0⌋`, where `x` and `y` are the lifted
centres at the two invariant momenta and `c0`, `c1` are the reference positions there. -/
noncomputable def wannierCount (x y : ι → ℝ) (c0 c1 : ℝ) : ℤ :=
  ∑ i, (⌊y i - c1⌋ - ⌊x i - c0⌋)
```

With $x_i$ the centres at the first invariant momentum, $y_i$ those at the second, and $c_0$, $c_1$ the reference positions there, `wannierCount x y c0 c1` is the integer

$$N(c_0,c_1)=\sum_i\bigl(\lfloor y_i-c_1\rfloor-\lfloor x_i-c_0\rfloor\bigr).$$

If centre $i$ moves continuously from $x_i$ to $y_i$ while the reference moves continuously from $c_0$ to $c_1$, the $i$-th term is the net number of times that the centre overtakes the reference or one of its lattice translates.

The label $i$ must then follow one and the same path. Replacing a single $y_i$ by $y_i+1$ respects the pairing but flips the parity of $N$. For a continuous path this freedom is absent: a different lift shifts $x_i$ and $y_i$ by the same integer, which cancels.

## Why the reference drops out

```lean
/-- An integer quantity that is equal on the two members of each pair has an even total,
provided that no index is its own partner. -/
theorem even_sum_of_pairs {s : ι → ι} (hs : Function.Involutive s) (hfix : ∀ i, s i ≠ i)
    (f : ι → ℤ) (hf : ∀ i, f (s i) = f i) : Even (∑ i, f i) := by
  -- modulo two, the contributions of partners cancel
  have hz : ((∑ i, f i : ℤ) : ZMod 2) = 0 := by
    rw [Int.cast_sum]
    refine Finset.sum_involution (fun i _ => s i) ?_ ?_ ?_ ?_
    · intro i _
      change (f i : ZMod 2) + (f (s i) : ZMod 2) = 0
      rw [hf]
      exact CharTwo.add_self_eq_zero _
    · intro i _ _
      exact hfix i
    · intro i _
      exact Finset.mem_univ _
    · intro i _
      exact hs i
  have h := (CharP.intCast_eq_zero_iff (ZMod 2) 2 _).1 hz
  exact even_iff_two_dvd.2 (by exact_mod_cast h)
```

This lemma says that if an integer quantity $f_i$ satisfies $f_{s(i)}=f_i$, where $s$ is an involution without fixed points, then $\sum_i f_i$ is even. By hand, the labels split into pairs $\{i,s(i)\}$, and each pair contributes $f_i+f_{s(i)}=2f_i$.

The Lean proof does not list the pairs. It passes to `ZMod 2`, the integers modulo two, and uses `Finset.sum_involution`, which says that a sum vanishes if its terms cancel under an involution. The first bullet checks the cancellation, $f_i+f_i=0$ modulo two. The second uses the absence of fixed points, since a term that was its own partner would have nothing to cancel against. The last lines turn "zero modulo two" back into "even".

```lean
/-- For paired centres at one invariant momentum, moving the reference position from `c'` to
`c` changes the sum of the floors by an even integer. -/
theorem even_reference_change {s : ι → ι} {x : ι → ℝ} (h : KramersPairing s x) (c c' : ℝ) :
    Even (∑ i, (⌊x i - c⌋ - ⌊x i - c'⌋)) := by
  refine even_sum_of_pairs h.involutive h.no_fixed
    (fun i => ⌊x i - c⌋ - ⌊x i - c'⌋) (fun i => ?_)
  obtain ⟨n, hn⟩ := h.shift i
  -- the integer offset between partners drops out of the difference
  have e : ∀ d : ℝ, ⌊x (s i) - d⌋ = ⌊x i - d⌋ + n := by
    intro d
    rw [hn, show x i + (n : ℝ) - d = (x i - d) + (n : ℝ) by ring, Int.floor_add_intCast]
  simp only [e]
  ring
```

Here the opening example becomes general. At one invariant momentum, compare two reference positions $c$ and $c'$ and set

$$d_i=\lfloor x_i-c\rfloor-\lfloor x_i-c'\rfloor .$$

If $x_{s(i)}=x_i+n$, then, since an integer can be taken out of a floor,

$$\lfloor x_{s(i)}-c\rfloor=\lfloor x_i-c+n\rfloor=\lfloor x_i-c\rfloor+n,$$

and the same holds for $c'$. Subtracting the two equations removes $n$ and leaves $d_{s(i)}=d_i$. By the previous lemma $\sum_i d_i$ is even.

In the code, `obtain ⟨n, hn⟩ := h.shift i` names the integer offset, and the statement `e` is the displayed equation for an arbitrary reference `d`. After `simp only [e]` has inserted it twice, `ring` cancels the two copies of $n$.

```lean
/-- The Z2 count: if the centres are paired at both invariant momenta, the parity of the
Wannier count is the same for all choices of the two reference positions. -/
theorem wannierCount_parity {s t : ι → ι} {x y : ι → ℝ}
    (hx : KramersPairing s x) (hy : KramersPairing t y) (c0 c1 c0' c1' : ℝ) :
    wannierCount x y c0 c1 % 2 = wannierCount x y c0' c1' % 2 := by
  obtain ⟨a, ha⟩ := even_reference_change hx c0 c0'
  obtain ⟨b, hb⟩ := even_reference_change hy c1 c1'
  simp only [wannierCount, Finset.sum_sub_distrib] at *
  omega
```

This is the main theorem. Given `KramersPairing s x` at the first momentum and `KramersPairing t y` at the second, $N(c_0,c_1)$ and $N(c_0',c_1')$ leave the same remainder on division by two, for all real references. In Lean the remainder `% 2` of an integer is $0$ or $1$, also for negative numbers.

The involutions $s$ and $t$ may differ, so centres may change partners between the two momenta. By hand, the difference of the two counts is

$$N(c_0,c_1)-N(c_0',c_1')=\sum_i\bigl(\lfloor y_i-c_1\rfloor-\lfloor y_i-c_1'\rfloor\bigr)-\sum_i\bigl(\lfloor x_i-c_0\rfloor-\lfloor x_i-c_0'\rfloor\bigr).$$

Both sums on the right are even by the previous result, and so is their difference.

The two `obtain` lines write these even sums as $a+a$ and $b+b$. The `simp only` step splits every sum of differences into a difference of sums, and `omega`, which decides linear statements about integers, finishes the proof.

## An odd count leaves no gap

```lean
/-- A continuous path on the unit interval that never meets an integer has the same floor
at both ends. -/
theorem floor_eq_of_no_crossing {f : ℝ → ℝ} (hf : ContinuousOn f (Icc 0 1))
    (h : ∀ k ∈ Icc (0 : ℝ) 1, ∀ n : ℤ, f k ≠ n) : ⌊f 0⌋ = ⌊f 1⌋ := by
  have h01 : (0 : ℝ) ≤ 1 := by norm_num
  -- if the floors differ, the larger one is a value of the path
  rcases lt_trichotomy ⌊f 0⌋ ⌊f 1⌋ with hlt | heq | hgt
  · obtain ⟨k, hk, e⟩ := intermediate_value_Icc h01 hf
      ⟨(Int.floor_lt.1 hlt).le, Int.floor_le (f 1)⟩
    exact absurd e (h k hk _)
  · exact heq
  · obtain ⟨k, hk, e⟩ := intermediate_value_Icc' h01 hf
      ⟨(Int.floor_lt.1 hgt).le, Int.floor_le (f 0)⟩
    exact absurd e (h k hk _)
```

The theorem concerns a real function $f$ that is continuous on $[0,1]$ and takes no integer value there. It concludes that $\lfloor f(0)\rfloor=\lfloor f(1)\rfloor$.

Suppose first that $\lfloor f(0)\rfloor<\lfloor f(1)\rfloor$, and let $m=\lfloor f(1)\rfloor$. Then $f(0)<m\le f(1)$, so by the intermediate value theorem $f(k)=m$ for some $k$ in $[0,1]$, which was excluded. If $\lfloor f(0)\rfloor>\lfloor f(1)\rfloor$, the same argument applies with $m=\lfloor f(0)\rfloor$ and the two ends exchanged.

The three cases of `lt_trichotomy` are "less", "equal" and "greater". The outer two use `intermediate_value_Icc` and its primed version, for a path that ends higher or lower than it starts.

```lean
/-- Let the centres `w i` flow continuously between the invariant momenta `k = 0` and `k = 1`,
and be paired at both. If the Wannier count is odd for one choice of references, then every
continuous reference curve `c` is met, up to a lattice translation, by some centre. -/
theorem gapless_of_odd {s t : ι → ι} {w : ι → ℝ → ℝ}
    (hw : ∀ i, ContinuousOn (w i) (Icc 0 1))
    (h0 : KramersPairing s (fun i => w i 0)) (h1 : KramersPairing t (fun i => w i 1))
    {a b : ℝ} (hodd : Odd (wannierCount (fun i => w i 0) (fun i => w i 1) a b))
    {c : ℝ → ℝ} (hc : ContinuousOn c (Icc 0 1)) :
    ∃ k ∈ Icc (0 : ℝ) 1, ∃ i, ∃ n : ℤ, w i k = c k + n := by
  by_contra hno
  -- without a crossing, every term of the count along the curve vanishes
  have hzero : wannierCount (fun i => w i 0) (fun i => w i 1) (c 0) (c 1) = 0 := by
    unfold wannierCount
    refine Finset.sum_eq_zero (fun i _ => ?_)
    have hfl : ⌊w i 0 - c 0⌋ = ⌊w i 1 - c 1⌋ :=
      floor_eq_of_no_crossing (f := fun k => w i k - c k) ((hw i).sub hc)
        (fun k hk n e => hno ⟨k, hk, i, n, by linarith⟩)
    exact sub_eq_zero.2 hfl.symm
  have hpar := wannierCount_parity h0 h1 a b (c 0) (c 1)
  have hone := Int.odd_iff.1 hodd
  omega
```

Now the centres are functions $w_i(k)$, continuous for $0\le k\le 1$, where $k$ is scaled so that the two invariant momenta are $k=0$ and $k=1$. They are paired at both ends; nothing is assumed about pairs in between. Suppose that the count is odd for one choice of references $a$ and $b$. Then for every continuous reference curve $c(k)$ there are a $k$ in $[0,1]$, a centre $i$ and an integer $n$ with

$$w_i(k)=c(k)+n .$$

A gap in the Wannier spectrum would be a continuous curve that avoids all centres modulo a lattice constant, and the theorem excludes it.

For the proof, assume that $c$ meets no centre in this sense. Then $f_i(k)=w_i(k)-c(k)$ is continuous and never an integer, so $\lfloor w_i(0)-c(0)\rfloor=\lfloor w_i(1)-c(1)\rfloor$ for every $i$. Every term of $N(c(0),c(1))$ vanishes, and the count is zero. By the main theorem its parity is that of $N(a,b)$, which is odd. This is a contradiction.

The code follows the same order: `by_contra hno` assumes that there is no crossing, `hzero` is the vanishing count, `hpar` is the main theorem, and `omega` finds the contradiction between them and the odd count `hone`.

In electronic structure, the $\mathbb{Z}_2$ index of a two-dimensional time-reversal-invariant insulator in a non-interacting band description can be read off from this flow of centres between the invariant momenta. The theorems supply the counting argument for finitely many centres whose continuous paths and end-point pairing are given; the identification of the parity with an invariant of the Bloch bands is a separate matter.

## Two centres with and without the pairing

```lean
/-- Two centres that coincide at `0` at the first momentum and sit at `-1/2` and `1/2` at the
second are paired at both momenta, and their count is odd for all reference positions. -/
theorem odd_count_witness :
    KramersPairing (![1, 0] : Fin 2 → Fin 2) ![0, 0] ∧
    KramersPairing (![1, 0] : Fin 2 → Fin 2) ![-1/2, 1/2] ∧
    ∀ c0 c1 : ℝ, Odd (wannierCount (![0, 0] : Fin 2 → ℝ) ![-1/2, 1/2] c0 c1) := by
  have hinv : Function.Involutive (![1, 0] : Fin 2 → Fin 2) := by
    intro i
    fin_cases i <;> rfl
  have hfix : ∀ i, (![1, 0] : Fin 2 → Fin 2) i ≠ i := by decide
  have hx : KramersPairing (![1, 0] : Fin 2 → Fin 2) ![0, 0] := by
    refine ⟨hinv, hfix, Fin.forall_fin_two.2 ⟨⟨0, ?_⟩, ⟨0, ?_⟩⟩⟩
    · change (0 : ℝ) = 0 + ((0 : ℤ) : ℝ)
      norm_num
    · change (0 : ℝ) = 0 + ((0 : ℤ) : ℝ)
      norm_num
  have hy : KramersPairing (![1, 0] : Fin 2 → Fin 2) ![-1/2, 1/2] := by
    refine ⟨hinv, hfix, Fin.forall_fin_two.2 ⟨⟨1, ?_⟩, ⟨-1, ?_⟩⟩⟩
    · change (1/2 : ℝ) = -1/2 + ((1 : ℤ) : ℝ)
      norm_num
    · change (-1/2 : ℝ) = 1/2 + ((-1 : ℤ) : ℝ)
      norm_num
  refine ⟨hx, hy, fun c0 c1 => ?_⟩
  -- by the main theorem it suffices to count with both references at the origin
  have hcount : wannierCount (![0, 0] : Fin 2 → ℝ) ![-1/2, 1/2] 0 0 = -1 := by
    have a : ⌊(-1/2 : ℝ) - 0⌋ = -1 := by rw [Int.floor_eq_iff]; norm_num
    have b : ⌊(1/2 : ℝ) - 0⌋ = 0 := by rw [Int.floor_eq_iff]; norm_num
    have c : ⌊(0 : ℝ) - 0⌋ = 0 := by rw [Int.floor_eq_iff]; norm_num
    rw [wannierCount, Fin.sum_univ_two]
    change (⌊(-1/2 : ℝ) - 0⌋ - ⌊(0 : ℝ) - 0⌋) + (⌊(1/2 : ℝ) - 0⌋ - ⌊(0 : ℝ) - 0⌋) = -1
    omega
  have hpar := wannierCount_parity hx hy c0 c1 0 0
  rw [Int.odd_iff]
  omega
```

The labels are now the two elements $0$ and $1$ of `Fin 2`. The notation `![1, 0]` lists the values of a function, so as an involution it exchanges the two labels. The centres start at $x_0=x_1=0$ and end at $y_0=-1/2$, $y_1=1/2$. The offsets between partners are $0$ at the start and $\pm1$ at the end, so both pairings hold. With both references at the origin,

$$N(0,0)=(-1-0)+(0-0)=-1,$$

which is odd, and the main theorem carries this over to all $c_0$ and $c_1$. The proof does the same: `hx` and `hy` establish the pairings, `hcount` is the value $-1$, and `hpar` transfers the parity.

The paths $w_0(k)=-k/2$ and $w_1(k)=k/2$ join these end points. Between them they sweep the interval from $-1/2$ to $1/2$, a full lattice constant, which shows directly why a fixed reference position cannot escape them.

```lean
/-- For two centres that coincide at `0` at the first momentum and sit at `0` and `1/2` at the
second, moving the second reference from `0` to `1/4` changes the parity of the count. -/
theorem parity_changes_without_pairing :
    wannierCount (![0, 0] : Fin 2 → ℝ) ![0, 1/2] 0 0 % 2 ≠
      wannierCount (![0, 0] : Fin 2 → ℝ) ![0, 1/2] 0 (1/4) % 2 := by
  have a : ⌊(0 : ℝ) - 0⌋ = 0 := by rw [Int.floor_eq_iff]; norm_num
  have b : ⌊(1/2 : ℝ) - 0⌋ = 0 := by rw [Int.floor_eq_iff]; norm_num
  have c : ⌊(0 : ℝ) - 1/4⌋ = -1 := by rw [Int.floor_eq_iff]; norm_num
  have d : ⌊(1/2 : ℝ) - 1/4⌋ = 0 := by rw [Int.floor_eq_iff]; norm_num
  rw [wannierCount, wannierCount, Fin.sum_univ_two, Fin.sum_univ_two]
  change ((⌊(0 : ℝ) - 0⌋ - ⌊(0 : ℝ) - 0⌋) + (⌊(1/2 : ℝ) - 0⌋ - ⌊(0 : ℝ) - 0⌋)) % 2 ≠
    ((⌊(0 : ℝ) - 1/4⌋ - ⌊(0 : ℝ) - 0⌋) + (⌊(1/2 : ℝ) - 1/4⌋ - ⌊(0 : ℝ) - 0⌋)) % 2
  omega

end WannierZ2Count
```

The last theorem changes only the final positions, to $y_0=0$ and $y_1=1/2$. With two labels the only possible partner is the other one, and $1/2$ is not an integer, so these centres are not paired. The counts are

$$N(0,0)=0+0=0,\qquad N(0,1/4)=-1+0=-1,$$

with different parities. The proof evaluates the four floors that occur, `a` to `d`, and leaves the comparison to `omega`. Pairing at the first momentum alone is therefore not enough for the main theorem.

```lean
#print axioms WannierZ2Count.wannierCount_parity
#print axioms WannierZ2Count.gapless_of_odd
#print axioms WannierZ2Count.parity_changes_without_pairing
```

```
'WannierZ2Count.wannierCount_parity' depends on axioms: [propext, Classical.choice, Quot.sound]
'WannierZ2Count.gapless_of_odd' depends on axioms: [propext, Classical.choice, Quot.sound]
'WannierZ2Count.parity_changes_without_pairing' depends on axioms: [propext, Classical.choice, Quot.sound]
```
